# Close-packed stackings of an s-band slab with nearest-layer coupling have equal moments at each in-plane wavevector

Suppose a tight-binding code gives different moments for ABA and ABC slabs at the same in-plane wavevector. Without further knowledge, the difference could pass for a stacking preference. In the non-interacting model below, with one s orbital per atom and coupling between adjacent layers only, it can only be an error. The moments also agree layer by layer, and so do their averages over the wavevector, from which a bond-order potential computes the bond energy. That energy therefore cannot separate the stackings; a preference must come from what the model omits, such as farther layers or more orbitals.

In Lean 4 with Mathlib:

```lean
import Mathlib

open Matrix

namespace StackingMoments

noncomputable section
```

Layers are numbered $0,\dots,n-1$, the elements of `Fin n`. `Tridiagonal` says that entries beyond nearest neighbours vanish.

```lean
/-- A matrix is tridiagonal if it couples each site only to itself and its nearest neighbours
along an open chain. -/
def Tridiagonal {n : ℕ} (A : Matrix (Fin n) (Fin n) ℂ) : Prop :=
  ∀ i j : Fin n, (i : ℕ) + 1 < j ∨ (j : ℕ) + 1 < i → A i j = 0
```

A stacking is a sequence of signs $\sigma_i=\pm1$ (type `ℤˣ`), the direction of the lateral shift from layer $i$ to layer $i+1$. Let $\beta$ be the real hopping, $k$ the in-plane wavevector and $\delta_j$ the in-plane parts of the three bonds to the next layer for $\sigma=1$. The coupling is
$$f_\sigma=\beta\sum_{j=0}^{2}e^{i\sigma k\cdot\delta_j}.$$
The $\delta_j$ are arbitrary in the code; close-packed geometry is a special case.

```lean
/-- The Bloch sum at in-plane wavevector `k` for hopping `β` along three bonds to the next layer,
with in-plane bond vectors `δ j` for shift `σ = 1` and `-δ j` for shift `σ = -1`. -/
def interlayer (β : ℝ) (δ : Fin 3 → Fin 2 → ℝ) (k : Fin 2 → ℝ) (σ : ℤˣ) : ℂ :=
  (β : ℂ) * ∑ j, Complex.exp (((((σ : ℤ) : ℝ) * (k ⬝ᵥ δ j) : ℝ) : ℂ) * Complex.I)
```

The slab Hamiltonian $H_\sigma$ has the real number $\varepsilon$ on its diagonal. This is the in-plane band energy at $k$, taken equal in all layers, so surface layers get no shift of their own.

```lean
/-- The s-band Hamiltonian of an `n`-layer slab at in-plane wavevector `k`: each layer has
in-plane energy `ε`, and layers `i` and `i + 1` are coupled according to their shift `σ i`. -/
def slab (n : ℕ) (ε β : ℝ) (δ : Fin 3 → Fin 2 → ℝ) (k : Fin 2 → ℝ) (σ : ℕ → ℤˣ) :
    Matrix (Fin n) (Fin n) ℂ :=
  Matrix.of fun i j =>
    if (j : ℕ) = i then (ε : ℂ)
    else if (j : ℕ) = i + 1 then interlayer β δ k (σ i)
    else if (i : ℕ) = j + 1 then star (interlayer β δ k (σ j))
    else 0
```

Below, a bar (`star` on numbers) is complex conjugation, † (`ᴴ`) is the adjoint, and $U=\mathrm{diag}(u_i)$ is `diagonal u`.

**(a)** Given $|z|=|w|$, find $p$ with $|p|=1$ and $w=zp$.

If $z=0$, then $w=0$ and $p=1$ works. Otherwise take $p=w/z$. The proof makes the same case split.

```lean
/-- Two complex hopping amplitudes of equal modulus differ by a phase factor. -/
theorem exists_phase (z w : ℂ) (h : ‖z‖ = ‖w‖) : ∃ p : ℂ, ‖p‖ = 1 ∧ w = z * p := by
  by_cases hz : z = 0
  · have hw : w = 0 := by
      rw [hz, norm_zero] at h
      exact norm_eq_zero.mp h.symm
    exact ⟨1, norm_one, by rw [hz, hw, zero_mul]⟩
  · exact ⟨w / z, by rw [norm_div, ← h, div_self (norm_ne_zero_iff.mpr hz)], by field_simp⟩
```

**(b)** Show that $\bar z z=1$ if $|z|=1$.

Indeed $\bar z z=|z|^2=1$.

```lean
/-- A complex number of modulus one times its conjugate is one. -/
theorem phase_unit {z : ℂ} (h : ‖z‖ = 1) : star z * z = 1 := by
  rw [Complex.star_def, mul_comm, Complex.mul_conj, Complex.normSq_eq_norm_sq, h]
  norm_num
```

**(c)** Show that $(U^\dagger AU)_{ij}=\bar u_iA_{ij}u_j$.

$U^\dagger$ on the left scales row $i$ by $\bar u_i$; $U$ on the right scales column $j$ by $u_j$.

```lean
/-- A diagonal change of basis multiplies each matrix element by the factors of its two sites,
the first one conjugated. -/
theorem gauge_apply {n : ℕ} (u : Fin n → ℂ) (A : Matrix (Fin n) (Fin n) ℂ) (i j : Fin n) :
    ((diagonal u)ᴴ * A * diagonal u) i j = star (u i) * A i j * u j := by
  rw [Matrix.diagonal_conjTranspose, Matrix.mul_diagonal, Matrix.diagonal_mul, Pi.star_apply]
```

**(d)** Let $A,B$ be Hermitian and tridiagonal, with $A_{ii}=B_{ii}$ and $|A_{i,i+1}|=|B_{i,i+1}|$. Find $U$ with $|u_i|=1$ and $B=U^\dagger AU$.

By (a), $B_{i,i+1}=A_{i,i+1}p_i$ with $|p_i|=1$. Put $u_0=1$ and $u_{i+1}=u_ip_i$, so $u_i=\prod_{k<i}p_k$. Then
$$\bar u_iA_{i,i+1}u_{i+1}=\bar u_iu_i\,A_{i,i+1}p_i=B_{i,i+1}.$$
Conjugation gives the lower neighbours, the diagonal follows from $\bar u_iu_i=1$, and all other entries are zero on both sides. In the code, `choose` collects the $p_i$, `v` is their running product, and `omega` supplies the five positions of $j$ relative to $i$.

```lean
/-- Two Hermitian tridiagonal matrices with equal diagonals and nearest-neighbour entries of equal
modulus are conjugate by a diagonal unitary. -/
theorem gauge_equivalence {n : ℕ} {A B : Matrix (Fin n) (Fin n) ℂ}
    (hA : A.IsHermitian) (hB : B.IsHermitian) (tA : Tridiagonal A) (tB : Tridiagonal B)
    (hd : ∀ i, A i i = B i i)
    (ho : ∀ i j : Fin n, (j : ℕ) = i + 1 → ‖A i j‖ = ‖B i j‖) :
    ∃ u : Fin n → ℂ, (∀ i, ‖u i‖ = 1) ∧ B = (diagonal u)ᴴ * A * diagonal u := by
  -- the phase mismatch on each bond
  have hp : ∀ k : ℕ, ∃ p : ℂ, ‖p‖ = 1 ∧
      ∀ i j : Fin n, (i : ℕ) = k → (j : ℕ) = k + 1 → B i j = A i j * p := by
    intro k
    by_cases hk : k + 1 < n
    · have hk' : k < n := Nat.lt_of_succ_lt hk
      obtain ⟨p, hp, hw⟩ := exists_phase _ _ (ho ⟨k, hk'⟩ ⟨k + 1, hk⟩ rfl)
      refine ⟨p, hp, fun i j hi hj => ?_⟩
      have hi' : i = ⟨k, hk'⟩ := Fin.ext hi
      have hj' : j = ⟨k + 1, hk⟩ := Fin.ext hj
      rw [hi', hj']
      exact hw
    · exact ⟨1, norm_one, fun i j _ hj => absurd j.isLt (by omega)⟩
  choose p hp1 hp using hp
  -- accumulate the mismatches along the chain
  obtain ⟨v, hv, hvs⟩ : ∃ v : ℕ → ℂ, (∀ m, ‖v m‖ = 1) ∧ ∀ m, v (m + 1) = v m * p m :=
    ⟨fun m => ∏ k ∈ Finset.range m, p k,
      fun m => by
        rw [norm_prod]
        exact Finset.prod_eq_one (fun k _ => hp1 k),
      fun m => Finset.prod_range_succ _ _⟩
  have up : ∀ i j : Fin n, (j : ℕ) = i + 1 → B i j = star (v i) * A i j * v j := by
    intro i j hij
    rw [hp (i : ℕ) i j rfl hij, hij, hvs]
    linear_combination (-(A i j * p i)) * phase_unit (hv i)
  refine ⟨fun i => v i, fun i => hv i, ?_⟩
  ext i j
  rw [gauge_apply]
  show B i j = star (v i) * A i j * v j
  obtain h | h | h | h | h : (j : ℕ) = i ∨ (j : ℕ) = i + 1 ∨ (i : ℕ) = j + 1 ∨
      (i : ℕ) + 1 < j ∨ (j : ℕ) + 1 < i := by omega
  · have hji : j = i := Fin.ext h
    rw [hji, ← hd i]
    linear_combination (-(A i i)) * phase_unit (hv i)
  · exact up i j h
  · -- lower neighbours follow from Hermiticity
    rw [← hB.apply i j, up j i h, ← hA.apply i j]
    simp only [star_mul', star_star]
    ring
  · rw [tA i j (Or.inl h), tB i j (Or.inl h), mul_zero, zero_mul]
  · rw [tA i j (Or.inr h), tB i j (Or.inr h), mul_zero, zero_mul]
```

**(e)** Conversely, for any square $A$ and $|u_i|=1$, show that $(U^\dagger AU)_{ii}=A_{ii}$ and $|(U^\dagger AU)_{ij}|=|A_{ij}|$.

Both follow from (c): $\bar u_iu_i=1$, and the phases have modulus one.

```lean
/-- Conversely, conjugation by a diagonal unitary preserves the diagonal and the modulus of
every matrix element. -/
theorem gauge_invariants {n : ℕ} (A : Matrix (Fin n) (Fin n) ℂ) {u : Fin n → ℂ}
    (hu : ∀ i, ‖u i‖ = 1) :
    (∀ i, ((diagonal u)ᴴ * A * diagonal u) i i = A i i) ∧
      ∀ i j, ‖((diagonal u)ᴴ * A * diagonal u) i j‖ = ‖A i j‖ := by
  refine ⟨fun i => ?_, fun i j => ?_⟩
  · rw [gauge_apply]
    linear_combination A i i * phase_unit (hu i)
  · rw [gauge_apply, norm_mul, norm_mul, norm_star, hu i, hu j, one_mul, mul_one]
```

**(f)** Show that $(U^\dagger AU)^m=U^\dagger A^mU$.

For $m=0$ this is $U^\dagger U=1$. For the induction step,
$$U^\dagger A^mU\,U^\dagger AU=U^\dagger A^{m+1}U,$$
because $UU^\dagger=1$ (`hU`).

```lean
/-- Powers of a Hamiltonian are conjugated by the same diagonal unitary as the Hamiltonian. -/
theorem gauge_pow {n : ℕ} (A : Matrix (Fin n) (Fin n) ℂ) {u : Fin n → ℂ}
    (hu : ∀ i, ‖u i‖ = 1) (m : ℕ) :
    ((diagonal u)ᴴ * A * diagonal u) ^ m = (diagonal u)ᴴ * A ^ m * diagonal u := by
  have hU : diagonal u * (diagonal u)ᴴ = 1 := by
    rw [Matrix.diagonal_conjTranspose, Matrix.diagonal_mul_diagonal, ← Matrix.diagonal_one]
    congr 1
    funext i
    show u i * star (u i) = 1
    rw [mul_comm]
    exact phase_unit (hu i)
  induction m with
  | zero =>
    rw [pow_zero, pow_zero, mul_one]
    exact (mul_eq_one_comm.mp hU).symm
  | succ m ih =>
    rw [pow_succ, ih, pow_succ]
    calc (diagonal u)ᴴ * A ^ m * diagonal u * ((diagonal u)ᴴ * A * diagonal u)
        = (diagonal u)ᴴ * A ^ m * (diagonal u * (diagonal u)ᴴ) * A * diagonal u := by
          simp only [mul_assoc]
      _ = (diagonal u)ᴴ * (A ^ m * A) * diagonal u := by
          rw [hU, mul_one]
          simp only [mul_assoc]
```

**(g)** Under the hypotheses of (d), show that $(A^m)_{ii}=(B^m)_{ii}$.

By (d) and (f), $B^m=U^\dagger A^mU$; by (e), applied to $A^m$, the diagonal is unchanged.

```lean
/-- Hermitian tridiagonal Hamiltonians with equal diagonals and neighbour couplings of equal
modulus have the same local moments on every site. -/
theorem local_moment_eq {n : ℕ} {A B : Matrix (Fin n) (Fin n) ℂ}
    (hA : A.IsHermitian) (hB : B.IsHermitian) (tA : Tridiagonal A) (tB : Tridiagonal B)
    (hd : ∀ i, A i i = B i i)
    (ho : ∀ i j : Fin n, (j : ℕ) = i + 1 → ‖A i j‖ = ‖B i j‖) (m : ℕ) (i : Fin n) :
    (A ^ m) i i = (B ^ m) i i := by
  obtain ⟨u, hu, h⟩ := gauge_equivalence hA hB tA tB hd ho
  rw [h, gauge_pow A hu, (gauge_invariants (A ^ m) hu).1 i]
```

**(h)** Show that $f_{-\sigma}=\overline{f_\sigma}$.

Since $\beta$ and $k\cdot\delta_j$ are real, conjugation only flips the sign of each exponent.

```lean
/-- Reversing the lateral shift between two layers conjugates their Bloch coupling. -/
theorem interlayer_neg (β : ℝ) (δ : Fin 3 → Fin 2 → ℝ) (k : Fin 2 → ℝ) (σ : ℤˣ) :
    interlayer β δ k (-σ) = star (interlayer β δ k σ) := by
  unfold interlayer
  rw [Complex.star_def]
  simp only [map_mul, map_sum, Complex.conj_ofReal, ← Complex.exp_conj, Complex.conj_I]
  congr 1
  refine Finset.sum_congr rfl fun j _ => ?_
  congr 1
  simp only [Units.val_neg]
  push_cast
  ring
```

**(i)** For any stackings $\sigma,\tau$, show that $\mathrm{tr}\,H_\sigma^m=\mathrm{tr}\,H_\tau^m$.

By (h) all couplings have equal modulus. Both matrices are Hermitian and tridiagonal (`herm`, `tri`) with diagonal $\varepsilon$, so (g) applies on each layer; sum over layers.

As an instance, take $n=3$, $\varepsilon=0$, $\beta=1$ and $k\cdot\delta_j=\pi/2,\pi/2,-\pi$, so $f_+=-1+2i$. ABC has couplings $f_+,f_+$ and ABA has $f_+,\overline{f_+}$. The entry $(H^2)_{02}$ is $-3-4i$ for ABC and $5$ for ABA, yet both have $\mathrm{tr}\,H^2=20$ and $\mathrm{tr}\,H^4=150+2\cdot25=200$.

```lean
/-- All close-packed stackings of an `n`-layer s-band slab with nearest-layer coupling have the
same moments `tr H^m` at each in-plane wavevector. -/
theorem stacking_moments (n : ℕ) (ε β : ℝ) (δ : Fin 3 → Fin 2 → ℝ) (k : Fin 2 → ℝ)
    (σ τ : ℕ → ℤˣ) (m : ℕ) :
    trace (slab n ε β δ k σ ^ m) = trace (slab n ε β δ k τ ^ m) := by
  have herm : ∀ s : ℕ → ℤˣ, (slab n ε β δ k s).IsHermitian := by
    intro s
    refine Matrix.IsHermitian.ext fun i j => ?_
    simp only [slab, Matrix.of_apply]
    split_ifs <;> first | omega | simp
  have tri : ∀ s : ℕ → ℤˣ, Tridiagonal (slab n ε β δ k s) := by
    intro s i j h
    simp only [slab, Matrix.of_apply]
    split_ifs <;> first | omega | rfl
  -- either shift direction gives the same coupling strength
  have hn : ∀ s t : ℤˣ, ‖interlayer β δ k s‖ = ‖interlayer β δ k t‖ := by
    intro s t
    rcases Int.units_eq_one_or s with rfl | rfl <;>
      rcases Int.units_eq_one_or t with rfl | rfl <;>
      simp only [interlayer_neg, norm_star]
  refine Finset.sum_congr rfl fun i _ => ?_
  refine local_moment_eq (herm σ) (herm τ) (tri σ) (tri τ) (fun i => ?_) (fun i j h => ?_) m i
  · simp [slab]
  · have h1 : ¬ (j : ℕ) = i := by omega
    simp only [slab, Matrix.of_apply, if_neg h1, if_pos h]
    exact hn _ _
```

**(j)** Three sites form a closed ring with zero on-site energies and hoppings $H_{01}=a$, $H_{12}=b$, $H_{20}=c$. Show that $\mathrm{tr}\,H^3=3(abc+\overline{abc})$.

Closed three-step walks go round the ring from any of three starting sites, contributing $abc$ one way and $\overline{abc}$ the other. For $a=b=1$, changing $c$ from $1$ to $-1$ keeps all moduli but turns $6$ into $-6$.

If the slab were repeated periodically along its normal with no vacuum gap, coupling between its last and first layers would likewise close the chain. At a fixed wavevector along the normal, its moments could then depend on the phase around the loop, which a diagonal $U$ leaves unchanged. A full average over that wavevector removes the dependence.

```lean
/-- On a closed ring of three sites with zero on-site energies, the third moment is
`3 (abc + conj (abc))`, where `a`, `b`, `c` are the hoppings around the ring. -/
theorem ring_third_moment (a b c : ℂ) :
    trace (!![0, a, star c; star a, 0, b; c, star b, 0] ^ 3) =
      3 * (a * b * c + star (a * b * c)) := by
  simp [pow_succ, Matrix.trace_fin_three]
  ring

end

end StackingMoments
```

```lean
#print axioms StackingMoments.stacking_moments
#print axioms StackingMoments.ring_third_moment
```

```
'StackingMoments.stacking_moments' depends on axioms: [propext, Classical.choice, Quot.sound]
'StackingMoments.ring_third_moment' depends on axioms: [propext, Classical.choice, Quot.sound]
```
